# The exponent $G/(2R)$ balances the real-space and reciprocal-space tails of a Gaussian compensation charge

## A charge that should be compact twice

In the projector augmented-wave (PAW) method, the smooth density inside an augmentation sphere lacks the multipole moments of the true density. A compensation charge restores them, so that the electrostatic potential outside the sphere comes out right. This works exactly only if the compensation charge stays inside the sphere. On a plane-wave grid it should also have small Fourier components at the largest wavevectors.

A Gaussian has a tail beyond every radius, and its Fourier transform has a tail beyond every wavevector. Take the spherical unit charge

$$g(r)=\left(\frac a\pi\right)^{3/2}e^{-ar^2},\qquad a>0,$$

with sphere radius $R$ and wavevector $G$. Relative to its value at the centre, the density at the sphere boundary is $e^{-aR^2}$. Completing the square in each Cartesian direction gives the Fourier transform $e^{-G^2/(4a)}$. Raising $a$ reduces the first factor and increases the second. How much charge leaks out, and which exponent makes the larger factor as small as possible?

## The leaked charge

The charge beyond $R$ is

$$Q(R)=4\pi\left(\frac a\pi\right)^{3/2}\int_R^\infty r^2e^{-ar^2}\,dr .$$

For any $b>0$, the substitution $u=br^2$ gives

$$\int_0^\infty r^2e^{-br^2}dr=\frac{\Gamma(3/2)}{2b^{3/2}}=\frac{\sqrt\pi}{4b^{3/2}}=\frac{1}{4\pi}\left(\frac\pi b\right)^{3/2}.$$

With $b=a$ this yields $Q(0)=1$.

Now let $R\ge0$ and choose a fraction $0<t\le1$ of the exponent to keep under the integral. For $r>R$,

$$e^{-ar^2}=e^{-(1-t)ar^2}e^{-tar^2}\le e^{-(1-t)aR^2}e^{-tar^2}.$$

The remaining integrand is nonnegative, so extending its integral down to the origin can only increase it. The moment formula with $b=ta$ then gives

$$Q(R)\le e^{-(1-t)aR^2}\left(\frac a\pi\right)^{3/2}\left(\frac{\pi}{ta}\right)^{3/2}=t^{-3/2}e^{-(1-t)aR^2}.$$

The choice $t=1/2$ gives $Q(R)\le2^{3/2}e^{-aR^2/2}$. A smaller $t$ buys faster decay with a larger prefactor. In the limiting case $R=0$, the choice $t=1$ gives the bound $1$, which is exact, while $t=1/2$ gives $2^{3/2}\approx2.83$.

## The balanced exponent

Let $a,R,G>0$, and compare both factors with $e^{-GR/2}$.

- If $a<G/(2R)$, then $aR^2<GR/2$, so $e^{-aR^2}>e^{-GR/2}$: the charge is too diffuse.
- If $a>G/(2R)$, then $G^2/(4a)<GR/2$, so $e^{-G^2/(4a)}>e^{-GR/2}$: the charge is too compact.
- If $a=G/(2R)$, both exponents equal $GR/2$.

Hence

$$\max\left(e^{-aR^2},e^{-G^2/(4a)}\right)\ge e^{-GR/2},$$

with equality exactly at $a=G/(2R)$.

Positivity of $G$ matters for the uniqueness. At $G=0$ the Fourier factor is the total charge, which is $1$ for every width. With $a=R=1$ the maximum is $1=e^{-GR/2}$, although $a\ne G/(2R)=0$.

Two consequences follow. At the balanced exponent $aR^2/2=GR/4$, so the leaked charge is at most $2^{3/2}e^{-GR/4}$. And for a tolerance $\varepsilon>0$, some exponent brings both factors down to $\varepsilon$ if and only if $e^{-GR/2}\le\varepsilon$, that is,

$$GR\ge2\ln(1/\varepsilon).$$

For a single spherical Gaussian in a plane-wave calculation, this relates the sphere radius to the wavevector at which the charge must have decayed. The tolerance applies to the two factors and not to the leaked charge. When $GR=2\ln(1/\varepsilon)$ with $\varepsilon<1$, the leakage bound above is $2^{3/2}\sqrt\varepsilon$, which is far from sharp for small $\varepsilon$. Integrating by parts gives the exact leakage at the balanced exponent, $\operatorname{erfc}(\sqrt L)+2\sqrt{L/\pi}\,\varepsilon$ with $L=\ln(1/\varepsilon)$. As $\varepsilon\to0$ this behaves as $2\sqrt{L/\pi}\,\varepsilon$. The exact formula is not part of the Lean file.

## The statements in Lean

`chargeBeyond a R` is $Q(R)$, written directly as a radial integral over `Ioi R`, the open interval $(R,\infty)$. The angular integration is already contained in the factor $4\pi$. `worstTail a R G` is the maximum of the two factors; the Fourier transform enters through this definition and is not derived in the file. All quantities are real numbers, the values of $a$, $R$ and $G$ being taken with one common unit of length.

`leaked_charge_le` assumes $a>0$ and $R\ge0$, and `balanced_exponent` assumes that $a$, $R$ and $G$ are all positive. The latter joins the lower bound and the equality condition in one conjunction. `tolerance_iff` expresses the choice of width as an existential statement over positive `a`.

The model treats one monopole charge and gives the two factors equal weight. Compensation charges of higher angular momentum carry additional powers of $r$ and $G$, and these statements do not cover them.

```lean
import Mathlib

open Real MeasureTheory Set

namespace PAWCompensationGaussian

noncomputable section

/-- The charge that a unit Gaussian `(a/π)^(3/2) exp(-a r²)` carries beyond the radius `R`. -/
def chargeBeyond (a R : ℝ) : ℝ :=
  4 * π * (a / π) ^ (3 / 2 : ℝ) * ∫ r in Ioi R, r ^ 2 * exp (-a * r ^ 2)

/-- The larger of the real-space factor `exp(-a R²)` at radius `R` and the reciprocal-space
factor `exp(-G²/(4a))` at wavevector `G`. -/
def worstTail (a R G : ℝ) : ℝ :=
  max (exp (-(a * R ^ 2))) (exp (-(G ^ 2 / (4 * a))))

/-- The radial integrand `r² exp(-b r²)` is integrable on the half-line. -/
theorem radial_integrable {b : ℝ} (hb : 0 < b) :
    IntegrableOn (fun r : ℝ => r ^ 2 * exp (-b * r ^ 2)) (Ioi 0) := by
  have h := integrableOn_rpow_mul_exp_neg_mul_sq hb (s := 2) (by norm_num)
  simpa only [Real.rpow_two] using h

/-- The second radial moment of a Gaussian of exponent `b` is `(π/b)^(3/2) / (4π)`. -/
theorem radial_moment {b : ℝ} (hb : 0 < b) :
    ∫ r in Ioi (0 : ℝ), r ^ 2 * exp (-b * r ^ 2) = (π / b) ^ (3 / 2 : ℝ) / (4 * π) := by
  have h := integral_rpow_mul_exp_neg_mul_rpow (p := 2) (q := 2) (b := b)
    (by norm_num) (by norm_num) hb
  simp only [Real.rpow_two] at h
  have hG : Real.Gamma ((2 + 1) / 2) = √π / 2 := by
    rw [show ((2 : ℝ) + 1) / 2 = 1 / 2 + 1 by norm_num,
      Real.Gamma_add_one (by norm_num), Real.Gamma_one_half_eq]
    ring
  have hp : π ^ (3 / 2 : ℝ) = π * √π := by
    rw [show (3 / 2 : ℝ) = 1 + 1 / 2 by norm_num, Real.rpow_add pi_pos, Real.rpow_one,
      ← Real.sqrt_eq_rpow]
  have hc : b ^ (3 / 2 : ℝ) ≠ 0 := (Real.rpow_pos_of_pos hb _).ne'
  have hpi : π ≠ 0 := pi_ne_zero
  rw [h, hG, show (-(2 + 1) / 2 : ℝ) = -(3 / 2) by norm_num, Real.rpow_neg hb.le,
    Real.div_rpow pi_pos.le hb.le, hp]
  generalize b ^ (3 / 2 : ℝ) = c at hc ⊢
  field_simp
  ring

/-- The Gaussian compensation charge has total charge one. -/
theorem total_charge {a : ℝ} (ha : 0 < a) : chargeBeyond a 0 = 1 := by
  have hpi : π ≠ 0 := pi_ne_zero
  have hprod : (a / π) ^ (3 / 2 : ℝ) * (π / a) ^ (3 / 2 : ℝ) = 1 := by
    rw [← Real.mul_rpow (by positivity) (by positivity),
      show a / π * (π / a) = 1 by field_simp, Real.one_rpow]
  rw [chargeBeyond, radial_moment ha]
  calc 4 * π * (a / π) ^ (3 / 2 : ℝ) * ((π / a) ^ (3 / 2 : ℝ) / (4 * π))
      = (4 * π / (4 * π)) * ((a / π) ^ (3 / 2 : ℝ) * (π / a) ^ (3 / 2 : ℝ)) := by ring
    _ = 1 := by rw [hprod, div_self (by positivity), one_mul]

/-- The charge beyond `R` is at most `(1/t)^(3/2) exp(-(1-t) a R²)` for every `0 < t ≤ 1`. -/
theorem chargeBeyond_le {a R t : ℝ} (ha : 0 < a) (hR : 0 ≤ R) (ht : 0 < t) (ht1 : t ≤ 1) :
    chargeBeyond a R ≤ (1 / t) ^ (3 / 2 : ℝ) * exp (-((1 - t) * a * R ^ 2)) := by
  have hta : 0 < t * a := mul_pos ht ha
  have hsub : Ioi R ⊆ Ioi (0 : ℝ) := Ioi_subset_Ioi hR
  have hpi : π ≠ 0 := pi_ne_zero
  -- outside R, the fraction 1 - t of the exponent is bounded by its value at R
  have h1 : ∫ r in Ioi R, r ^ 2 * exp (-a * r ^ 2) ≤
      ∫ r in Ioi R, exp (-((1 - t) * a * R ^ 2)) * (r ^ 2 * exp (-(t * a) * r ^ 2)) := by
    refine setIntegral_mono_on ((radial_integrable ha).mono_set hsub)
      (((radial_integrable hta).mono_set hsub).const_mul _) measurableSet_Ioi ?_
    intro r hr
    have hr' : R < r := hr
    have hsq : R ^ 2 ≤ r ^ 2 := pow_le_pow_left₀ hR hr'.le 2
    have hm := mul_le_mul_of_nonneg_left hsq (mul_nonneg (sub_nonneg.mpr ht1) ha.le)
    have he : exp (-a * r ^ 2) ≤
        exp (-((1 - t) * a * R ^ 2)) * exp (-(t * a) * r ^ 2) := by
      rw [← Real.exp_add]
      exact Real.exp_le_exp.mpr (by linarith)
    calc r ^ 2 * exp (-a * r ^ 2)
        ≤ r ^ 2 * (exp (-((1 - t) * a * R ^ 2)) * exp (-(t * a) * r ^ 2)) :=
          mul_le_mul_of_nonneg_left he (sq_nonneg r)
      _ = _ := by ring
  -- the remaining Gaussian integral is extended to the origin
  have h2 : ∫ r in Ioi R, r ^ 2 * exp (-(t * a) * r ^ 2) ≤
      ∫ r in Ioi (0 : ℝ), r ^ 2 * exp (-(t * a) * r ^ 2) :=
    setIntegral_mono_set (radial_integrable hta)
      (Filter.Eventually.of_forall fun r => mul_nonneg (sq_nonneg r) (Real.exp_pos _).le)
      hsub.eventuallyLE
  rw [integral_const_mul] at h1
  rw [radial_moment hta] at h2
  have h3 := h1.trans (mul_le_mul_of_nonneg_left h2 (Real.exp_pos _).le)
  have hprod : (a / π) ^ (3 / 2 : ℝ) * (π / (t * a)) ^ (3 / 2 : ℝ) = (1 / t) ^ (3 / 2 : ℝ) := by
    rw [← Real.mul_rpow (by positivity) (by positivity),
      show a / π * (π / (t * a)) = 1 / t by field_simp]
  have hpre : 0 ≤ 4 * π * (a / π) ^ (3 / 2 : ℝ) := by positivity
  refine (mul_le_mul_of_nonneg_left h3 hpre).trans (le_of_eq ?_)
  rw [← hprod]
  calc _ = (4 * π / (4 * π)) * ((a / π) ^ (3 / 2 : ℝ) * (π / (t * a)) ^ (3 / 2 : ℝ) *
        exp (-((1 - t) * a * R ^ 2))) := by ring
    _ = _ := by rw [div_self (by positivity), one_mul]

/-- The charge leaking beyond `R` is at most `2^(3/2) exp(-a R²/2)`. -/
theorem leaked_charge_le {a R : ℝ} (ha : 0 < a) (hR : 0 ≤ R) :
    chargeBeyond a R ≤ 2 ^ (3 / 2 : ℝ) * exp (-(a * R ^ 2 / 2)) := by
  have h := chargeBeyond_le ha hR (t := 1 / 2) (by norm_num) (by norm_num)
  rwa [show (1 : ℝ) / (1 / 2) = 2 by norm_num,
    show (1 - 1 / 2) * a * R ^ 2 = a * R ^ 2 / 2 by ring] at h

/-- At the exponent `G/(2R)` the larger of the two factors equals `exp(-G R/2)`. -/
theorem worstTail_balanced {R G : ℝ} (hR : 0 < R) (hG : 0 < G) :
    worstTail (G / (2 * R)) R G = exp (-(G * R / 2)) := by
  have h1 : G / (2 * R) * R ^ 2 = G * R / 2 := by field_simp
  have h2 : G ^ 2 / (4 * (G / (2 * R))) = G * R / 2 := by
    field_simp
    ring
  rw [worstTail, h1, h2, max_self]

/-- For every exponent `a` the larger of the real-space and reciprocal-space factors is at
least `exp(-G R/2)`, with equality exactly at the balanced exponent `a = G/(2R)`. -/
theorem balanced_exponent {a R G : ℝ} (ha : 0 < a) (hR : 0 < R) (hG : 0 < G) :
    exp (-(G * R / 2)) ≤ worstTail a R G ∧
      (worstTail a R G = exp (-(G * R / 2)) ↔ a = G / (2 * R)) := by
  have strict : a ≠ G / (2 * R) → exp (-(G * R / 2)) < worstTail a R G := by
    intro hne
    rcases lt_or_gt_of_ne hne with h | h
    · -- too diffuse: the real-space factor is too large
      rw [lt_div_iff₀ (by positivity)] at h
      have hm := mul_lt_mul_of_pos_right h hR
      exact lt_max_of_lt_left (Real.exp_lt_exp.mpr (by nlinarith))
    · -- too compact: the reciprocal-space factor is too large
      have h' : G < a * (2 * R) := (div_lt_iff₀ (by positivity)).mp h
      have hm := mul_lt_mul_of_pos_left h' hG
      have hq : G ^ 2 / (4 * a) < G * R / 2 := by
        rw [div_lt_iff₀ (by positivity)]
        nlinarith
      exact lt_max_of_lt_right (Real.exp_lt_exp.mpr (by linarith))
  by_cases h : a = G / (2 * R)
  · have he : worstTail a R G = exp (-(G * R / 2)) := by
      rw [h]
      exact worstTail_balanced hR hG
    exact ⟨he.ge, fun _ => h, fun _ => he⟩
  · exact ⟨(strict h).le, fun he => absurd he (strict h).ne', fun h' => absurd h' h⟩

/-- At the balanced exponent the charge leaking beyond `R` is at most
`2^(3/2) exp(-G R/4)`. -/
theorem leaked_charge_balanced {R G : ℝ} (hR : 0 < R) (hG : 0 < G) :
    chargeBeyond (G / (2 * R)) R ≤ 2 ^ (3 / 2 : ℝ) * exp (-(G * R / 4)) := by
  have h := leaked_charge_le (a := G / (2 * R)) (by positivity) hR.le
  have he : G / (2 * R) * R ^ 2 / 2 = G * R / 4 := by
    field_simp
    ring
  rwa [he] at h

/-- Some Gaussian exponent brings both factors down to the tolerance `ε` if and only if
`G R ≥ 2 ln(1/ε)`. -/
theorem tolerance_iff {R G ε : ℝ} (hR : 0 < R) (hG : 0 < G) (hε : 0 < ε) :
    (∃ a : ℝ, 0 < a ∧ worstTail a R G ≤ ε) ↔ 2 * log (1 / ε) ≤ G * R := by
  have key : exp (-(G * R / 2)) ≤ ε ↔ 2 * log (1 / ε) ≤ G * R := by
    rw [← Real.le_log_iff_exp_le hε, one_div, Real.log_inv]
    constructor <;> intro h <;> linarith
  rw [← key]
  constructor
  · rintro ⟨a, ha, h⟩
    exact (balanced_exponent ha hR hG).1.trans h
  · intro h
    exact ⟨G / (2 * R), by positivity, (worstTail_balanced hR hG).le.trans h⟩

end

end PAWCompensationGaussian
```

```lean
#print axioms PAWCompensationGaussian.total_charge
#print axioms PAWCompensationGaussian.balanced_exponent
#print axioms PAWCompensationGaussian.leaked_charge_balanced
#print axioms PAWCompensationGaussian.tolerance_iff
```

```
'PAWCompensationGaussian.total_charge' depends on axioms: [propext, Classical.choice, Quot.sound]
'PAWCompensationGaussian.balanced_exponent' depends on axioms: [propext, Classical.choice, Quot.sound]
'PAWCompensationGaussian.leaked_charge_balanced' depends on axioms: [propext, Classical.choice, Quot.sound]
'PAWCompensationGaussian.tolerance_iff' depends on axioms: [propext, Classical.choice, Quot.sound]
```

## How the proof follows the calculation

`radial_integrable` supplies the integrability needed to compare integrals. `radial_moment` specialises Mathlib's Gamma-function integral to the second moment and evaluates $\Gamma(3/2)=\sqrt\pi/2$ by the recursion from $\Gamma(1/2)$. `total_charge` then cancels the normalisation.

In `chargeBeyond_le`, the inequality `h1` is the splitting of the exponent: `setIntegral_mono_on` reduces it to a pointwise comparison, which follows from $R^2\le r^2$. The inequality `h2` extends the integral to the origin through `setIntegral_mono_set`, using nonnegativity of the integrand. After `radial_moment` is inserted, `hprod` combines the powers into $(1/t)^{3/2}$. `leaked_charge_le` sets `t = 1 / 2`.

`worstTail_balanced` computes the two equal exponents. In `balanced_exponent`, the auxiliary claim `strict` treats the diffuse and compact cases separately and shows that every other exponent gives a strictly larger maximum. This yields both the lower bound and the uniqueness.

`leaked_charge_balanced` substitutes the balanced exponent into the leakage bound. In `tolerance_iff`, the equivalence `key` takes the logarithm of $e^{-GR/2}\le\varepsilon$. One direction then uses the lower bound for an arbitrary exponent, and the other exhibits $G/(2R)$ as the required one.
